# Quadratic force constants along a linear flow change by one cubic and two quadratic terms

Let a geometry x and two displacements u and v all be carried along by exp(tA), where A is a bounded linear operator on a complete real inner product space. For a three times continuously differentiable potential V, `hasDerivAt_hess_flow` gives the rate of change of the quadratic force constant D²V(x)(u, v) at time t as D³V(x)(Ax, u, v) + D²V(x)(Au, v) + D²V(x)(u, Av), with x, u and v at their current values. V need not be invariant under the motion, and x need not be a stationary point. The attempt uses the chain rule for the moving geometry, then the product rule once for each displacement, and leaves `simp` to match the result with the stated sum.

The failing Lean file:

```lean
import Mathlib

open scoped InnerProductSpace

namespace HasDerivAtHessFlow

noncomputable section

variable {E : Type*} [NormedAddCommGroup E] [InnerProductSpace ℝ E]

/-- The quadratic force constants `D²V(x)(u, v)` of the potential `V` at the geometry `x`. -/
def hess (V : E → ℝ) (x u v : E) : ℝ :=
  fderiv ℝ (fderiv ℝ V) x u v

/-- The cubic force constants `D³V(x)(w, u, v)` of the potential `V` at the geometry `x`. -/
def cubic (V : E → ℝ) (x w u v : E) : ℝ :=
  fderiv ℝ (fderiv ℝ (fderiv ℝ V)) x w u v

/-- The motion `exp(tA)` generated by the bounded linear operator `A`. -/
def flow (A : E →L[ℝ] E) (t : ℝ) : E →L[ℝ] E :=
  NormedSpace.exp (t • A)

variable [CompleteSpace E]

/-- A vector carried along by `exp(tA)` has velocity `A` applied to its current value. -/
theorem hasDerivAt_flow (A : E →L[ℝ] E) (w : E) (t : ℝ) :
    HasDerivAt (fun s => flow A s w) (A (flow A t w)) t := by
  have h := (hasDerivAt_exp_smul_const' A t).clm_apply (hasDerivAt_const t w)
  exact h.congr_deriv (by simp [flow])

/-- Product rule for a differentiable field `T` of linear maps, when the geometry `x` and the
displacement `u` are both carried along by `exp(tA)`. -/
theorem hasDerivAt_field_flow {F : Type*} [NormedAddCommGroup F] [NormedSpace ℝ F]
    (T : E → E →L[ℝ] F) (hT : Differentiable ℝ T) (A : E →L[ℝ] E) (x u : E) (t : ℝ) :
    HasDerivAt (fun s => T (flow A s x) (flow A s u))
      (fderiv ℝ T (flow A t x) (A (flow A t x)) (flow A t u)
        + T (flow A t x) (A (flow A t u))) t := by
  have h : HasDerivAt (fun s => T (flow A s x))
      (fderiv ℝ T (flow A t x) (A (flow A t x))) t :=
    ((hT (flow A t x)).hasFDerivAt.comp t
      (hasDerivAt_flow A x t).hasFDerivAt).hasDerivAt.congr_deriv (by simp)
  exact h.clm_apply (hasDerivAt_flow A u t)

/-- For a three times continuously differentiable potential, the rate of change of the quadratic
force constants, with geometry and displacements all carried along by `exp(tA)`, is one cubic
term plus two quadratic terms. -/
theorem hasDerivAt_hess_flow {V : E → ℝ} (hV : ContDiff ℝ 3 V) (A : E →L[ℝ] E)
    (x u v : E) (t : ℝ) :
    HasDerivAt (fun s => hess V (flow A s x) (flow A s u) (flow A s v))
      (cubic V (flow A t x) (A (flow A t x)) (flow A t u) (flow A t v)
        + hess V (flow A t x) (A (flow A t u)) (flow A t v)
        + hess V (flow A t x) (flow A t u) (A (flow A t v))) t := by
  have h2 : ContDiff ℝ 2 (fderiv ℝ V) := hV.fderiv_right (by norm_num)
  have hd : Differentiable ℝ (fderiv ℝ (fderiv ℝ V)) :=
    (h2.fderiv_right (m := 1) (by norm_num)).differentiable (by norm_num)
  -- chain rule for the geometry, product rule for the two displacements
  have hH := (hd (flow A t x)).hasFDerivAt.comp_hasDerivAt t (hasDerivAt_flow A x t)
  have h := (hH.clm_apply (hasDerivAt_flow A u t)).clm_apply (hasDerivAt_flow A v t)
  exact h.congr_deriv (by simp [hess, cubic])

end

end HasDerivAtHessFlow
```

The compiler's answer:

```
Main.lean:57:13: error: Application type mismatch: The argument
  DifferentiableAt.hasFDerivAt (hd ((flow A t) x))
has type
  HasFDerivAt (fderiv ℝ (fderiv ℝ V)) (fderiv ℝ (fderiv ℝ (fderiv ℝ V)) ((flow A t) x)) ((flow A t) x)
but is expected to have type
  HasFDerivAt ?m.220 ?m.221 ((flow A t) x)
in the application
  HasFDerivAt.comp_hasDerivAt t (DifferentiableAt.hasFDerivAt (hd ((flow A t) x)))
```

Cause. The one error is at the chain rule, where Lean rejects the derivative of `fderiv ℝ (fderiv ℝ V)` as an argument to `HasFDerivAt.comp_hasDerivAt`. The two printed types look compatible: the point is the same, and `?m.220` and `?m.221` are blanks still to be filled. So the clash must lie in what Lean doesn't print, the implicit spaces and their instances. Here the values lie in the nested space `E →L[ℝ] E →L[ℝ] ℝ`, whose structure Lean has to match while applying the lemma. The message doesn't say which instance fails to match.

The repair avoids that application. `hasDerivAt_field_flow` has already proved the chain rule and the first product rule for maps into `E →L[ℝ] F`, with `F` any real normed space. Setting `F := E →L[ℝ] ℝ` explicitly gives the case needed, so the chain rule isn't elaborated again at the nested type.

As `hH` now includes the displacement `u`, `h` needs only one `clm_apply`, for `v`. The new comment is mere tidying.

The repair, with which the file compiles:

```diff
@@ -54,7 +54,7 @@
   have hd : Differentiable ℝ (fderiv ℝ (fderiv ℝ V)) :=
     (h2.fderiv_right (m := 1) (by norm_num)).differentiable (by norm_num)
-  -- chain rule for the geometry, product rule for the two displacements
-  have hH := (hd (flow A t x)).hasFDerivAt.comp_hasDerivAt t (hasDerivAt_flow A x t)
-  have h := (hH.clm_apply (hasDerivAt_flow A u t)).clm_apply (hasDerivAt_flow A v t)
+  -- geometry and first displacement together, then the second displacement
+  have hH := hasDerivAt_field_flow (F := E →L[ℝ] ℝ) (fderiv ℝ (fderiv ℝ V)) hd A x u t
+  have h := hH.clm_apply (hasDerivAt_flow A v t)
   exact h.congr_deriv (by simp [hess, cubic])
 
```
